# The largest adjacency eigenvalue of a finite simple graph is at least the root-mean-square degree

In the Hückel model of a conjugated hydrocarbon, an electron hops between bonded carbon atoms. All sites have energy \(\alpha\) and all bonds the same coupling \(\beta<0\), so the Hamiltonian is \(\alpha I+\beta A\), with \(A\) the adjacency matrix of the carbon skeleton. The lowest orbital energy is \(\alpha+\beta x\), where \(x\) is the largest eigenvalue of \(A\). How much can be said about \(x\) from the number of neighbours of each atom alone?

For \(n\ge1\) vertices with degrees \(d_v\),

\[
\sum_v d_v^2\le n x^2 .
\]

Equality holds exactly when the neighbour degree sum \(s_v=\sum_{w\sim v}d_w\) is the same at every vertex, where \(w\sim v\) means that \(w\) is bonded to \(v\). Regular graphs satisfy this, and so do stars with at least one leaf.

## Checking a computed band edge

In this non-interacting model with \(\alpha=0\), \(\beta=-1\), the lowest energy is \(E_0=-x\), so its computed value must satisfy \(nE_0^2\ge\sum_v d_v^2\), up to rounding. A violation points to an unconverged eigenvalue, a sign error, or a degree list that does not match the matrix. The root-mean-square degree also appears in power iteration on \(A\): from the normalised uniform vector, the first product has norm \(\sqrt{\sum_v d_v^2/n}\). A Chebyshev expansion in \(A\) uses an interval containing the whole spectrum. The root-mean-square degree is in general only a lower bound on \(x\), so taking it as the upper end of the interval does not guarantee that.

The sign matters. For a triangle with every bond entry \(-1\), the eigenvalues are \(1,1,-2\). Taking the largest gives \(nx^2=3\), while \(\sum_v d_v^2=12\). The bound fails because the entries are no longer nonnegative.

## From the quadratic form to the degrees

Since \(A\) is symmetric and \(x\) is its largest eigenvalue, \(xI-A\) has nonnegative eigenvalues. Hence \(u\cdot Au\le x\,u\cdot u\) for every real vector \(u\). Let \(|u|\) have components \(|u_v|\). Because \(A\) has nonnegative entries,

\[
-u\cdot Au\le |u|\cdot A|u|\le x\,u\cdot u .
\]

Adding the two bounds for a nonzero \(u\) gives \(x\ge0\). Applying the first to \(a+b\) and the second to \(a-b\), then adding, gives

\[
2\,b\cdot Aa\le x(a\cdot a+b\cdot b).
\]

If \(x>0\), put \(a=xu\), \(b=Au\) and divide by \(x\); if \(x=0\), put \(a=u\), \(b=Au\). Either way,

\[
\|Au\|^2\le x^2\|u\|^2 .
\]

The uniform vector \(\mathbf 1\) has \(A\mathbf 1=d\) and \(\|\mathbf 1\|^2=n\), which proves the bound.

For equality, note that \(s=Ad\) and \(\sum_v s_v=\mathbf 1\cdot Ad=d\cdot A\mathbf 1=\sum_v d_v^2\). If this equals \(nx^2\), then

\[
\sum_v(s_v-x^2)^2=\|Ad\|^2-2x^2\sum_v d_v^2+nx^4\le x^2\sum_v d_v^2-nx^4=0,
\]

so every \(s_v=x^2\).

Conversely, let every \(s_v=c\). Take \(Au=xu\) with \(u\ne0\), and let \(|u_i|\) be maximal. Then

\[
x^2|u_i|=\Big|\sum_{j\sim i}\sum_{l\sim j}u_l\Big|\le\sum_{j\sim i}d_j|u_i|=c|u_i| .
\]

Thus \(x^2\le c\) and \(\sum_v d_v^2=nc\ge nx^2\), which with the bound gives equality.

If every vertex has the same degree \(r\), then \(s_v=r^2\). If no vertex is isolated and \(d_vd_w=c\) on every bond, then \(d_vs_v=d_vc\), so \(s_v=c\). Isolated vertices must be excluded here: one bond plus one isolated vertex gives \(2<3\).

## The Lean file

```lean
import Mathlib

open Matrix

namespace LargestEigenvalueDegreeSquares

variable {V : Type*} [Fintype V] [DecidableEq V] (G : SimpleGraph V) [DecidableRel G.Adj]

/-- The real number `x` is an adjacency eigenvalue of the graph. -/
def IsLevel (x : ℝ) : Prop :=
  ∃ u : V → ℝ, u ≠ 0 ∧ G.adjMatrix ℝ *ᵥ u = x • u

/-- The real number `x` is the largest adjacency eigenvalue of the graph. -/
def IsLargestLevel (x : ℝ) : Prop := IsGreatest {y | IsLevel G y} x

/-- The sum of the degrees of the neighbours of the vertex `v`. -/
def neighbourDegreeSum (v : V) : ℝ := ∑ w ∈ G.neighborFinset v, (G.degree w : ℝ)

/-- Every finite graph with at least one vertex has a largest adjacency eigenvalue. -/
theorem exists_largestLevel [Nonempty V] : ∃ x, IsLargestLevel G x := by
  have hA : (G.adjMatrix ℝ).IsHermitian := by
    rw [Matrix.IsHermitian, conjTranspose_eq_transpose_of_trivial,
      SimpleGraph.transpose_adjMatrix]
  have hne : {y | IsLevel G y}.Nonempty := by
    obtain ⟨i⟩ := ‹Nonempty V›
    refine ⟨hA.eigenvalues i, (hA.eigenvectorBasis i).ofLp, fun h0 => ?_,
      hA.mulVec_eigenvectorBasis i⟩
    exact hA.eigenvectorBasis.orthonormal.ne_zero i (PiLp.ext fun k => congrFun h0 k)
  have hfin : {y | IsLevel G y}.Finite := by
    refine (Module.End.finite_hasEigenvalue (Matrix.toLin' (G.adjMatrix ℝ))).subset ?_
    rintro y ⟨u, hu, h⟩
    exact Module.End.hasEigenvalue_of_hasEigenvector
      ⟨Module.End.mem_eigenspace_iff.mpr (by rw [Matrix.toLin'_apply, h]), hu⟩
  obtain ⟨x, hx, hmax⟩ := Set.exists_max_image _ (fun y : ℝ => y) hfin hne
  exact ⟨x, hx, fun y hy => hmax y hy⟩

omit [DecidableEq V] in
/-- The adjacency matrix is symmetric as a bilinear form. -/
theorem adj_symm (u w : V → ℝ) :
    u ⬝ᵥ G.adjMatrix ℝ *ᵥ w = w ⬝ᵥ G.adjMatrix ℝ *ᵥ u := by
  rw [Matrix.dotProduct_mulVec, ← Matrix.mulVec_transpose, SimpleGraph.transpose_adjMatrix,
    dotProduct_comm]

variable {G} {x : ℝ}

/-- The quadratic form of the adjacency matrix is at most the largest eigenvalue times the squared
length of the vector. -/
theorem rayleigh_le (hx : IsLargestLevel G x) (u : V → ℝ) :
    u ⬝ᵥ G.adjMatrix ℝ *ᵥ u ≤ x * (u ⬝ᵥ u) := by
  have hB : (x • (1 : Matrix V V ℝ) - G.adjMatrix ℝ).IsHermitian := by
    rw [Matrix.IsHermitian, conjTranspose_eq_transpose_of_trivial, transpose_sub,
      transpose_smul, transpose_one, SimpleGraph.transpose_adjMatrix]
  -- an eigenvalue μ of x - A belongs to the eigenvalue x - μ ≤ x of A
  have hP := hB.posSemidef_iff_eigenvalues_nonneg.mpr (fun i => by
    have h := hB.mulVec_eigenvectorBasis i
    rw [sub_mulVec, smul_mulVec, one_mulVec] at h
    have hl : x - hB.eigenvalues i ≤ x := hx.2 ⟨(hB.eigenvectorBasis i).ofLp,
      fun h0 => hB.eigenvectorBasis.orthonormal.ne_zero i (PiLp.ext fun k => congrFun h0 k),
      by rw [sub_smul, ← h, sub_sub_cancel]⟩
    show (0 : ℝ) ≤ hB.eigenvalues i
    linarith)
  have h := hP.dotProduct_mulVec_nonneg u
  rw [star_trivial, sub_mulVec, smul_mulVec, one_mulVec, dotProduct_sub, dotProduct_smul,
    smul_eq_mul] at h
  linarith

/-- The quadratic form of the adjacency matrix is at least minus the largest eigenvalue times
the squared length of the vector. -/
theorem neg_rayleigh_le (hx : IsLargestLevel G x) (u : V → ℝ) :
    -(u ⬝ᵥ G.adjMatrix ℝ *ᵥ u) ≤ x * (u ⬝ᵥ u) := by
  -- compare u with the vector of its absolute values
  have h := rayleigh_le hx (fun i => |u i|)
  have h1 : (fun i => |u i|) ⬝ᵥ (fun i => |u i|) = u ⬝ᵥ u := by
    simp only [dotProduct, abs_mul_abs_self]
  rw [h1] at h
  refine le_trans ?_ h
  simp only [dotProduct, SimpleGraph.adjMatrix_mulVec_apply, Finset.mul_sum,
    ← Finset.sum_neg_distrib]
  refine Finset.sum_le_sum fun i _ => Finset.sum_le_sum fun j _ => ?_
  rw [← abs_mul]
  exact neg_le_abs _

/-- The adjacency matrix stretches no vector by more than the largest eigenvalue. -/
theorem stretch_le (hx : IsLargestLevel G x) (u : V → ℝ) :
    (G.adjMatrix ℝ *ᵥ u) ⬝ᵥ (G.adjMatrix ℝ *ᵥ u) ≤ x ^ 2 * (u ⬝ᵥ u) := by
  -- polarisation of the two quadratic bounds
  have key : ∀ a b : V → ℝ,
      2 * (b ⬝ᵥ G.adjMatrix ℝ *ᵥ a) ≤ x * (a ⬝ᵥ a + b ⬝ᵥ b) := by
    intro a b
    have h1 := rayleigh_le hx (a + b)
    have h2 := neg_rayleigh_le hx (a - b)
    have h3 := adj_symm G a b
    simp only [mulVec_add, mulVec_sub, dotProduct_add, add_dotProduct, dotProduct_sub,
      sub_dotProduct] at h1 h2
    linarith
  have hx0 : 0 ≤ x := by
    obtain ⟨v, hv, -⟩ := hx.1
    have h0 : 0 ≤ v ⬝ᵥ v := Finset.sum_nonneg fun i _ => mul_self_nonneg (v i)
    have hp : 0 < v ⬝ᵥ v := lt_of_le_of_ne h0 fun h => hv (dotProduct_self_eq_zero.mp h.symm)
    have h1 := rayleigh_le hx v
    have h2 := neg_rayleigh_le hx v
    by_contra hneg
    nlinarith [mul_pos (neg_pos.mpr (not_le.mp hneg)) hp]
  rcases hx0.eq_or_lt with h0 | hpos
  · have h := key u (G.adjMatrix ℝ *ᵥ u)
    rw [← h0] at h ⊢
    linarith
  · have h := key (x • u) (G.adjMatrix ℝ *ᵥ u)
    simp only [mulVec_smul, dotProduct_smul, smul_dotProduct, smul_eq_mul] at h
    refine le_of_mul_le_mul_left ?_ hpos
    linarith

omit [DecidableEq V] in
/-- The adjacency matrix sends the uniform vector to the vector of degrees. -/
theorem adj_one : G.adjMatrix ℝ *ᵥ (1 : V → ℝ) = fun v => (G.degree v : ℝ) := by
  funext v
  simp [SimpleGraph.adjMatrix_mulVec_apply]

/-- The sum of the squared degrees is at most the number of vertices times the square of the
largest adjacency eigenvalue. -/
theorem sum_degree_sq_le (hx : IsLargestLevel G x) :
    ∑ v, (G.degree v : ℝ) ^ 2 ≤ Fintype.card V * x ^ 2 := by
  have h := stretch_le hx 1
  rw [adj_one] at h
  simp only [dotProduct, Pi.one_apply, Finset.sum_const, Finset.card_univ,
    nsmul_eq_mul, ← pow_two] at h
  linarith

omit [DecidableEq V] in
/-- If the degrees of the neighbours add up to `c` at every vertex, the square of each adjacency
eigenvalue is at most `c`. -/
theorem level_sq_le {c : ℝ} (hx : IsLevel G x) (h : ∀ v, neighbourDegreeSum G v = c) :
    x ^ 2 ≤ c := by
  obtain ⟨u, hu, hAu⟩ := hx
  obtain ⟨k, hk⟩ := Function.ne_iff.mp hu
  have : Nonempty V := ⟨k⟩
  -- look at the component of largest modulus
  obtain ⟨i, hi⟩ := Finite.exists_max (fun j => |u j|)
  have hpos : 0 < |u i| := lt_of_lt_of_le (abs_pos.mpr hk) (hi k)
  have hs : ∀ j, ∑ l ∈ G.neighborFinset j, u l = x * u j := fun j => by
    rw [← SimpleGraph.adjMatrix_mulVec_apply, hAu, Pi.smul_apply, smul_eq_mul]
  have e : ∑ j ∈ G.neighborFinset i, ∑ l ∈ G.neighborFinset j, u l = x ^ 2 * u i := by
    rw [Finset.sum_congr rfl fun j _ => hs j, ← Finset.mul_sum, hs i]
    ring
  refine le_of_mul_le_mul_right ?_ hpos
  calc x ^ 2 * |u i| = |∑ j ∈ G.neighborFinset i, ∑ l ∈ G.neighborFinset j, u l| := by
        rw [e, abs_mul, abs_of_nonneg (sq_nonneg x)]
    _ ≤ ∑ j ∈ G.neighborFinset i, |∑ l ∈ G.neighborFinset j, u l| :=
        Finset.abs_sum_le_sum_abs _ _
    _ ≤ ∑ j ∈ G.neighborFinset i, (G.degree j : ℝ) * |u i| := by
        refine Finset.sum_le_sum fun j _ => (Finset.abs_sum_le_sum_abs _ _).trans ?_
        have := Finset.sum_le_card_nsmul (G.neighborFinset j) (fun l => |u l|) |u i|
          (fun l _ => hi l)
        rwa [SimpleGraph.card_neighborFinset_eq_degree, nsmul_eq_mul] at this
    _ = c * |u i| := by rw [← Finset.sum_mul, ← h i]; rfl

/-- The bound on the squared degrees is an equality exactly when the sum of the neighbours'
degrees is the same at all vertices. -/
theorem sum_degree_sq_eq_iff (hx : IsLargestLevel G x) :
    ∑ v, (G.degree v : ℝ) ^ 2 = Fintype.card V * x ^ 2 ↔
      ∀ v w, neighbourDegreeSum G v = neighbourDegreeSum G w := by
  have hS : G.adjMatrix ℝ *ᵥ (fun v => (G.degree v : ℝ)) = neighbourDegreeSum G := by
    funext v
    rw [SimpleGraph.adjMatrix_mulVec_apply]
    rfl
  have hsum : ∑ v, neighbourDegreeSum G v = ∑ v, (G.degree v : ℝ) ^ 2 := by
    have h := adj_symm G 1 (fun v => (G.degree v : ℝ))
    rw [hS, adj_one] at h
    simpa only [dotProduct, Pi.one_apply, one_mul, ← pow_two] using h
  constructor
  · intro heq
    have hb := stretch_le hx (fun v => (G.degree v : ℝ))
    rw [hS] at hb
    simp only [dotProduct, ← pow_two] at hb
    -- the squared deviation of the neighbour sums from x² vanishes
    have hz : ∑ v, (neighbourDegreeSum G v - x ^ 2) ^ 2 ≤ 0 := by
      have e : ∑ v, (neighbourDegreeSum G v - x ^ 2) ^ 2 =
          ∑ v, neighbourDegreeSum G v ^ 2 - 2 * x ^ 2 * ∑ v, neighbourDegreeSum G v
            + Fintype.card V * (x ^ 2) ^ 2 := by
        simp only [sub_sq, Finset.sum_add_distrib, Finset.sum_sub_distrib, Finset.mul_sum,
          Finset.sum_const, Finset.card_univ, nsmul_eq_mul]
        congr 2
        exact Finset.sum_congr rfl fun v _ => by ring
      rw [e, hsum, heq]
      rw [heq] at hb
      linarith
    have hv : ∀ v, neighbourDegreeSum G v = x ^ 2 := fun v => by
      have h1 := Finset.single_le_sum
        (f := fun v => (neighbourDegreeSum G v - x ^ 2) ^ 2)
        (fun w _ => sq_nonneg _) (Finset.mem_univ v)
      have h2 : (neighbourDegreeSum G v - x ^ 2) ^ 2 = 0 :=
        le_antisymm (h1.trans hz) (sq_nonneg _)
      exact sub_eq_zero.mp (pow_eq_zero_iff two_ne_zero |>.mp h2)
    intro v w
    rw [hv v, hv w]
  · intro h
    obtain ⟨u, hu, -⟩ := hx.1
    obtain ⟨k, -⟩ := Function.ne_iff.mp hu
    refine le_antisymm (sum_degree_sq_le hx) ?_
    rw [← hsum, Finset.sum_congr rfl fun v _ => h v k, Finset.sum_const, Finset.card_univ,
      nsmul_eq_mul]
    exact mul_le_mul_of_nonneg_left (level_sq_le hx.1 fun v => h v k) (Nat.cast_nonneg _)

/-- For a regular graph the bound on the squared degrees is an equality. -/
theorem sum_degree_sq_eq_of_regular (hx : IsLargestLevel G x) {d : ℕ}
    (h : G.IsRegularOfDegree d) :
    ∑ v, (G.degree v : ℝ) ^ 2 = Fintype.card V * x ^ 2 := by
  have hd : ∀ v, G.degree v = d := fun v => h v
  refine (sum_degree_sq_eq_iff hx).mpr fun v w => ?_
  simp [neighbourDegreeSum, hd]

/-- If no vertex is isolated and the product of the two end degrees is the same for every bond,
the bound on the squared degrees is an equality. -/
theorem sum_degree_sq_eq_of_bond_product (hx : IsLargestLevel G x) {c : ℕ}
    (hpos : ∀ v, 0 < G.degree v) (h : ∀ v w, G.Adj v w → G.degree v * G.degree w = c) :
    ∑ v, (G.degree v : ℝ) ^ 2 = Fintype.card V * x ^ 2 := by
  have hc : ∀ v, neighbourDegreeSum G v = c := fun v => by
    have hv : (G.degree v : ℝ) ≠ 0 := Nat.cast_ne_zero.mpr (hpos v).ne'
    refine mul_left_cancel₀ hv ?_
    rw [neighbourDegreeSum, Finset.mul_sum, Finset.sum_congr rfl fun w hw =>
      show (G.degree v : ℝ) * G.degree w = c by
        exact_mod_cast h v w ((G.mem_neighborFinset v w).mp hw)]
    rw [Finset.sum_const, SimpleGraph.card_neighborFinset_eq_degree, nsmul_eq_mul]
  exact (sum_degree_sq_eq_iff hx).mpr fun v w => by rw [hc v, hc w]

end LargestEigenvalueDegreeSquares
```

```lean
#print axioms LargestEigenvalueDegreeSquares.exists_largestLevel
-- 'LargestEigenvalueDegreeSquares.exists_largestLevel' depends on axioms: [propext, Classical.choice, Quot.sound]
#print axioms LargestEigenvalueDegreeSquares.sum_degree_sq_eq_of_regular
-- 'LargestEigenvalueDegreeSquares.sum_degree_sq_eq_of_regular' depends on axioms: [propext, Classical.choice, Quot.sound]
#print axioms LargestEigenvalueDegreeSquares.sum_degree_sq_eq_of_bond_product
-- 'LargestEigenvalueDegreeSquares.sum_degree_sq_eq_of_bond_product' depends on axioms: [propext, Classical.choice, Quot.sound]
```

## Scope of the theorems and how the code proves them

`V` is the finite set of atoms and `G` the bond network, without loops or multiple bonds; it need not be connected. `IsLevel G x` says that \(x\) has a nonzero real eigenvector, and `IsLargestLevel G x` that it is the greatest such number. `exists_largestLevel` supplies one for every nonempty graph, as the maximum of a finite nonempty set.

`rayleigh_le` obtains the first bound from positive semidefiniteness, and `neg_rayleigh_le` compares the double sums term by term. In `stretch_le`, `key` is the polarised inequality and `rcases` separates \(x=0\) from \(x>0\). `sum_degree_sq_le` inserts the uniform vector. `level_sq_le` carries out the largest-component estimate in its `calc` block, and `sum_degree_sq_eq_iff` combines it with the vanishing sum of squares, `hz`. The last two theorems check the constant-sum condition for regular graphs and for constant bond products.

The statements concern exact real numbers and equal bonds. They do not cover heteroatoms, unequal couplings, or the rounding and convergence of an eigensolver.
